# The Bloch expansion obeys a recursion and, with a reduced resolvent, solves the Bloch equation

A degenerate level \(E_0\) of a Hamiltonian \(H_0\) is split by a perturbation \(V\). Let \(P\) project onto the degenerate states, the model space. If its series converges, the wave operator \(U=\sum_n U_n\) turns model states into combinations of equally many perturbed eigenstates, whose energies are the eigenvalues of the effective Hamiltonian \(P(H_0+V)U\) on the model space. Bloch's expansion writes \(U_n\) as a sum of operator strings, whose number grows quickly with \(n\). Can \(U_n\) be built from lower orders instead?

It can:
\[
U_{n+1}=RVU_n-\sum_{j=1}^{n}RU_jVU_{n-j},\qquad U_0=P .
\]
Physically, \(R\) is the reduced resolvent: the inverse of \(D=E_0-H_0\) outside the model space and zero on it. This recursion is one formulation of degenerate perturbation theory, which is used in electronic structure; here the model space has a single unperturbed energy. In Lean, all operators are elements of a ring `A`, for example matrices in a finite basis.

```lean
import Mathlib

open Finset

namespace BlochExpansion

variable {A : Type*} [Ring A]
```

## Total order and partial sums select the strings

Put \(S_0=-P\) and \(S_k=R^k\) for \(k\ge1\). Then \(U_n\) is the sum of \(S_{k_1}V\cdots S_{k_n}VP\) over natural numbers with \(k_1+\dots+k_n=n\) and \(k_1+\dots+k_m\ge m\) for every \(m\le n\). At second order the allowed tuples are \((1,1)\) and \((2,0)\), so
\[
U_2=RVRVP-R^2VPVP .
\]
Without the condition on partial sums, \((0,2)\) would add \(-PVR^2VP\), which lies in the model space.

The derivation needs a generalisation. Let \(W_s(n)\) be the same sum with an initial surplus \(s\): the conditions become \(s+k_1+\dots+k_n=n\) and \(s+k_1+\dots+k_m\ge m\). Thus \(U_n=W_0(n)\).

```lean
/-- The factors of the Bloch expansion: `S₀ = -P` and `S_k = R ^ k` for `k ≥ 1`. -/
def factor (P R : A) : ℕ → A
  | 0 => -P
  | k + 1 => R ^ (k + 1)

/-- The operator string `S_(k₁) V S_(k₂) V ... S_(kₙ) V P`. -/
def word (P R V : A) {n : ℕ} (k : Fin n → ℕ) : A :=
  (List.ofFn fun i => factor P R (k i) * V).prod * P

/-- Tuples `(k₁, ..., kₙ)` with `s + k₁ + ... + kₙ = n` and `s + k₁ + ... + k_m ≥ m` for all
`m ≤ n`, where `s` is an initial surplus. -/
def indices (s n : ℕ) : Finset (Fin n → ℕ) :=
  (Fintype.piFinset fun _ => range (n + 1)).filter fun k =>
    s + ∑ i, k i = n ∧ ∀ m ≤ n, m ≤ s + ∑ i with i.val < m, k i

/-- The sum of all operator strings of length `n` with initial surplus `s`. -/
def surplusSum (P R V : A) (s n : ℕ) : A := ∑ k ∈ indices s n, word P R V k

/-- The wave operator of order `n`: the sum of the strings `S_(k₁) V ... S_(kₙ) V P` with total
`n` and every `m`-term partial sum at least `m`. -/
def waveOperator (P R V : A) (n : ℕ) : A := surplusSum P R V 0 n
```

Here `factor` is \(S_k\), `word` is one string, `surplusSum P R V s n` is \(W_s(n)\), and `waveOperator P R V n` is \(U_n\). Lean counts entries from zero, so `k 0` is \(k_1\). The definition of `indices` also bounds each entry by \(n\), to make the set visibly finite; the next lemma shows that this bound excludes nothing.

```lean
/-- A tuple is admissible exactly when it obeys the condition on the total and those on the
partial sums. -/
theorem mem_indices {s n : ℕ} {k : Fin n → ℕ} : k ∈ indices s n ↔
    s + ∑ i, k i = n ∧ ∀ m ≤ n, m ≤ s + ∑ i with i.val < m, k i := by
  simp only [indices, mem_filter, Fintype.mem_piFinset, mem_range, and_iff_right_iff_imp]
  rintro ⟨ht, _⟩ i
  have := Finset.single_le_sum (f := k) (fun j _ => Nat.zero_le (k j)) (mem_univ i)
  omega
```

## The recursion needs no relation between P and R

**Peeling.** After the first factor the surplus is \(g=s+k_1-1\ge0\). Hence
\[
W_s(n+1)=\sum_{g\ge0,\;g+1\ge s}S_{g+1-s}\,V\,W_g(n),
\]
a finite sum, since \(W_g(n)=0\) for \(g>n\).

**Cutting.** A string with surplus \(s+1\) must end with surplus zero, and each factor lowers the surplus by at most one. Where it first reaches zero, the factor is therefore \(S_0=-P\). The \(j\) factors before it keep the surplus at least one; lowering the surplus by one throughout makes them a string of \(W_s(j)\), closed by this \(P\). The factors after it form a wave operator:
\[
W_{s+1}(n)=-\sum_{j=0}^{n-1}W_s(j)\,V\,U_{n-1-j}.
\]

**Assembling.** Peeling \(U_{n+1}\) gives \(\sum_{g\ge0}R^{g+1}VW_g(n)\). The term \(g=0\) is \(RVU_n\). In the others, split off one \(R\) and cut \(W_g(n)\):
\[
-\sum_{j=0}^{n-1}R\Big(\sum_{g\ge1}R^{g}VW_{g-1}(j)\Big)VU_{n-1-j}
=-\sum_{j=0}^{n-1}RU_{j+1}VU_{n-1-j}.
\]
Renaming \(j+1\) as \(j\) gives the recursion. Nowhere was \(P^2=P\), \(PR=0\) or \(RP=0\) used. What matters is that the \(P\) in \(S_0\) is the one that closes each string.

```lean
/-- Removing the first entry `a` of an admissible tuple leaves an admissible tuple with surplus
`s + a - 1`, and conversely if `s + a ≥ 1`. -/
theorem cons_mem_indices (s n a : ℕ) (k : Fin n → ℕ) :
    (Fin.cons a k : Fin (n + 1) → ℕ) ∈ indices s (n + 1) ↔
      1 ≤ s + a ∧ k ∈ indices (s + a - 1) n := by
  have ha : ∑ i, (Fin.cons a k : Fin (n + 1) → ℕ) i = a + ∑ i, k i := by
    simp [Fin.sum_univ_succ]
  have hs : ∀ m, ∑ i with i.val < m + 1, (Fin.cons a k : Fin (n + 1) → ℕ) i
      = a + ∑ i with i.val < m, k i := by
    intro m
    rw [sum_filter, sum_filter, Fin.sum_univ_succ]
    simp
  have h0 : ∑ i with i.val < 0, k i = 0 := by simp
  rw [mem_indices, mem_indices, ha]
  constructor
  · rintro ⟨ht, hp⟩
    have h1 := hp (0 + 1) (by omega)
    rw [hs, h0] at h1
    refine ⟨by omega, by omega, fun m hm => ?_⟩
    have h2 := hp (m + 1) (by omega)
    rw [hs] at h2
    omega
  · rintro ⟨h1, ht, hp⟩
    refine ⟨by omega, fun m hm => ?_⟩
    cases m with
    | zero => exact Nat.zero_le _
    | succ m =>
      rw [hs]
      have h2 := hp m (by omega)
      omega

/-- Peeling off the first factor: the strings of length `n + 1` are sorted by the surplus `g`
that is left after it. Any cutoff `M > n` on `g` gives the same sum. -/
theorem surplusSum_succ (P R V : A) (s n M : ℕ) (hM : n < M) :
    surplusSum P R V s (n + 1) = ∑ g ∈ range M,
      if s ≤ g + 1 then factor P R (g + 1 - s) * V * surplusSum P R V g n else 0 := by
  have key : ∀ k ∈ indices s (n + 1),
      1 ≤ s + k 0 ∧ Fin.tail k ∈ indices (s + k 0 - 1) n := fun k hk =>
    (cons_mem_indices s n (k 0) (Fin.tail k)).1 (by rwa [Fin.cons_self_tail])
  rw [← sum_filter]
  simp only [surplusSum, mul_sum]
  rw [Finset.sum_sigma']
  refine Finset.sum_bij'
    (fun k _ => (⟨s + k 0 - 1, Fin.tail k⟩ : (_ : ℕ) × (Fin n → ℕ)))
    (fun x _ => (Fin.cons (x.1 + 1 - s) x.2 : Fin (n + 1) → ℕ)) ?_ ?_ ?_ ?_ ?_
  · intro k hk
    obtain ⟨h1, h2⟩ := key k hk
    have h3 := (mem_indices.1 h2).1
    simp only [mem_sigma, mem_filter, mem_range]
    exact ⟨⟨by omega, by omega⟩, h2⟩
  · rintro ⟨g, k⟩ hx
    simp only [mem_sigma, mem_filter, mem_range] at hx
    obtain ⟨⟨h1, h2⟩, h3⟩ := hx
    refine (cons_mem_indices s n (g + 1 - s) k).2 ⟨by omega, ?_⟩
    rwa [show s + (g + 1 - s) - 1 = g by omega]
  · intro k hk
    have h1 := (key k hk).1
    show (Fin.cons (s + k 0 - 1 + 1 - s) (Fin.tail k) : Fin (n + 1) → ℕ) = k
    rw [show s + k 0 - 1 + 1 - s = k 0 by omega, Fin.cons_self_tail]
  · rintro ⟨g, k⟩ hx
    simp only [mem_sigma, mem_filter, mem_range] at hx
    obtain ⟨⟨h1, h2⟩, h3⟩ := hx
    show (⟨s + (g + 1 - s) - 1, k⟩ : (_ : ℕ) × (Fin n → ℕ)) = ⟨g, k⟩
    rw [show s + (g + 1 - s) - 1 = g by omega]
  · intro k hk
    have h1 := (key k hk).1
    show word P R V k = factor P R (s + k 0 - 1 + 1 - s) * V * word P R V (Fin.tail k)
    rw [show s + k 0 - 1 + 1 - s = k 0 by omega]
    simp only [word, List.ofFn_succ, List.prod_cons, mul_assoc, Fin.tail]

/-- The wave operator of order zero is `P`. -/
theorem waveOperator_zero (P R V : A) : waveOperator P R V 0 = P := by
  have h : indices 0 0 = {![]} := by
    ext k
    rw [mem_indices, mem_singleton]
    exact ⟨fun _ => Subsingleton.elim _ _, fun _ => ⟨by simp, fun m hm => by omega⟩⟩
  rw [waveOperator, surplusSum, h, sum_singleton]
  simp [word]

/-- Strings with surplus `s + 1` factorise at the place where the surplus is first used up:
a string sum of surplus `s`, then `-V`, then a wave operator. -/
theorem surplusSum_factorises (P R V : A) (s n : ℕ) :
    surplusSum P R V (s + 1) n =
      -∑ j ∈ range n, surplusSum P R V s j * V * surplusSum P R V 0 (n - 1 - j) := by
  have hv : ∀ t, surplusSum P R V (t + 1) 0 = 0 := fun t =>
    Finset.sum_eq_zero fun k hk => absurd (mem_indices.1 hk).1 (by omega)
  have h00 : surplusSum P R V 0 0 = P := waveOperator_zero P R V
  induction n generalizing s with
  | zero => simp [hv]
  | succ n ih =>
    -- the surplus is used up at the very first factor
    have e0 : (if s + 1 ≤ 0 + 1 then
        factor P R (0 + 1 - (s + 1)) * V * surplusSum P R V 0 n else 0)
        = -(surplusSum P R V s 0 * V * surplusSum P R V 0 n) := by
      cases s with
      | zero => simp [factor, h00]
      | succ s => simp [hv]
    -- it is used up later: apply the induction hypothesis to the remaining string
    have e1 : (∑ g ∈ range n, if s + 1 ≤ g + 1 + 1 then
        factor P R (g + 1 + 1 - (s + 1)) * V * surplusSum P R V (g + 1) n else 0)
        = -∑ j ∈ range n,
          surplusSum P R V s (j + 1) * V * surplusSum P R V 0 (n + 1 - 1 - (j + 1)) := by
      calc _ = ∑ g ∈ range n, ∑ j ∈ range n, -((if s ≤ g + 1 then
            factor P R (g + 1 - s) * V * surplusSum P R V g j else 0)
              * V * surplusSum P R V 0 (n - 1 - j)) := by
            refine sum_congr rfl fun g _ => ?_
            rw [ih g]
            by_cases hg : s ≤ g + 1
            · rw [if_pos (by omega), Nat.add_sub_add_right]
              simp only [if_pos hg, sum_neg_distrib, mul_sum, mul_neg, mul_assoc]
            · simp [hg]
        _ = _ := by
            rw [sum_comm, ← sum_neg_distrib]
            refine sum_congr rfl fun j hj => ?_
            rw [surplusSum_succ P R V s j n (mem_range.1 hj), sum_neg_distrib, sum_mul,
              sum_mul, show n + 1 - 1 - (j + 1) = n - 1 - j by omega]
    rw [surplusSum_succ P R V (s + 1) n (n + 1) (by omega), sum_range_succ', e0, e1,
      sum_range_succ', neg_add]
    rfl

/-- Recursion for the Bloch expansion, for any elements `P`, `R`, `V` of a ring:
`U_(n+1) = R V U_n - ∑ R U_j V U_(n-j)`, the sum running over `j = 1, ..., n`. -/
theorem waveOperator_succ (P R V : A) (n : ℕ) :
    waveOperator P R V (n + 1) = R * V * waveOperator P R V n -
      ∑ j ∈ Ico 1 (n + 1), R * waveOperator P R V j * V * waveOperator P R V (n - j) := by
  have peel : ∀ m M, m < M → waveOperator P R V (m + 1) =
      ∑ g ∈ range M, R ^ (g + 1) * V * surplusSum P R V g m := by
    intro m M h
    rw [waveOperator, surplusSum_succ P R V 0 m M h]
    simp [factor]
  -- strings that start with at least two powers of `R`
  have key : ∑ g ∈ range n, R ^ (g + 1 + 1) * V * surplusSum P R V (g + 1) n =
      -∑ j ∈ range n,
        R * waveOperator P R V (j + 1) * V * waveOperator P R V (n - 1 - j) := by
    calc _ = ∑ g ∈ range n, ∑ j ∈ range n, -(R * (R ^ (g + 1) * V * surplusSum P R V g j)
            * V * waveOperator P R V (n - 1 - j)) := by
          refine sum_congr rfl fun g _ => ?_
          rw [surplusSum_factorises, pow_succ' R (g + 1)]
          simp only [waveOperator, mul_neg, sum_neg_distrib, mul_sum, mul_assoc]
      _ = _ := by
          rw [sum_comm, ← sum_neg_distrib]
          refine sum_congr rfl fun j hj => ?_
          rw [peel j n (mem_range.1 hj), sum_neg_distrib, mul_sum, sum_mul, sum_mul]
  have hI : ∑ j ∈ Ico 1 (n + 1),
      R * waveOperator P R V j * V * waveOperator P R V (n - j) = ∑ j ∈ range n,
        R * waveOperator P R V (j + 1) * V * waveOperator P R V (n - 1 - j) := by
    rw [sum_Ico_eq_sum_range, Nat.add_sub_cancel]
    refine sum_congr rfl fun j _ => ?_
    rw [add_comm 1 j, show n - (j + 1) = n - 1 - j by omega]
  rw [peel n (n + 1) (by omega), sum_range_succ', key, hI, zero_add, pow_one, waveOperator]
  abel
```

`cons_mem_indices` translates the conditions when a first entry is removed, and `surplusSum_succ` turns this into a bijection of sums. Its free cutoff `M` lets sums for different lengths share one range of \(g\). `surplusSum_factorises` replaces the search for the first zero by induction on the length: `e0` treats a surplus used up at once, and `e1` applies the induction hypothesis to the remainder, exchanges the sums and peels in reverse. In `waveOperator_succ`, `peel` and `key` are the assembling step.

## PR = 0 keeps corrections out of the model space

Physically, \(PR=0\) says that the resolvent produces only states outside the model space. Every term of the recursion begins with \(R\), so \(PU_n=0\) for \(n\ge1\). This is intermediate normalisation, and the proof is the same multiplication by \(P\).

```lean
/-- Intermediate normalisation: if `P R = 0`, every correction of order at least one is
annihilated by `P` from the left. -/
theorem proj_mul_waveOperator (P R V : A) (hPR : P * R = 0) (n : ℕ) :
    P * waveOperator P R V (n + 1) = 0 := by
  rw [waveOperator_succ, mul_sub, mul_sum]
  simp only [← mul_assoc, hPR, zero_mul, sum_const_zero, sub_zero]
```

Suppose that \(R\) also acts on the model space:
\[
P=\begin{pmatrix}1&0\\0&0\end{pmatrix},\quad
D=\begin{pmatrix}0&0\\0&-2\end{pmatrix},\quad
R=\begin{pmatrix}1&0\\0&-\tfrac12\end{pmatrix},\quad V=1 .
\]
Then \(DR=RD=1-P\), but \(PR=RP=P\). Now \(U_1=RVP=P\), and the normalisation fails.

## DR = 1 − P turns the recursion into the Bloch equation

This hypothesis says that \(R\) is a right inverse of \(E_0-H_0\) outside the model space. Multiply the recursion by \(D\). The first term becomes \((1-P)VU_n=VU_n-U_0VU_n\). For \(j\ge1\), \(DRU_j=(1-P)U_j=U_j\), by the normalisation. Therefore
\[
DU_{n+1}=VU_n-\sum_{j=0}^{n}U_jVU_{n-j}.
\]

```lean
/-- The expansion solves the Bloch equation order by order: if `P R = 0` and `D R = 1 - P`, with
`D` standing for `E₀ - H₀`, then `D U_(n+1) = V U_n - ∑ U_j V U_(n-j)` over `j = 0, ..., n`. -/
theorem bloch_equation (P R V D : A) (hPR : P * R = 0) (hDR : D * R = 1 - P) (n : ℕ) :
    D * waveOperator P R V (n + 1) = V * waveOperator P R V n -
      ∑ j ∈ range (n + 1), waveOperator P R V j * V * waveOperator P R V (n - j) := by
  have hterm : ∀ j ∈ Ico 1 (n + 1),
      D * (R * waveOperator P R V j * V * waveOperator P R V (n - j)) =
        waveOperator P R V j * V * waveOperator P R V (n - j) := by
    intro j hj
    obtain ⟨i, rfl⟩ : ∃ i, j = i + 1 := ⟨j - 1, by have := mem_Ico.1 hj; omega⟩
    simp only [← mul_assoc]
    rw [hDR, sub_mul, one_mul, proj_mul_waveOperator P R V hPR, sub_zero]
  have hfirst : D * (R * V * waveOperator P R V n) =
      V * waveOperator P R V n - P * V * waveOperator P R V n := by
    simp only [← mul_assoc]
    rw [hDR, sub_mul, sub_mul, one_mul]
  rw [waveOperator_succ, mul_sub, mul_sum, sum_congr rfl hterm, hfirst, range_eq_Ico,
    sum_eq_sum_Ico_succ_bot (Nat.succ_pos n), waveOperator_zero, Nat.sub_zero, zero_add]
  abel
```

In the proof, `hfirst` is the first term and `hterm` the terms with \(j\ge1\). Both hypotheses matter. In the matrix example above, where \(DR=1-P\) holds but \(PR=0\) fails, \(U_2=0\), while the right-hand side for \(n=1\) is \(-P\). If instead the system has just two states, both at energy \(E_0\), and one of them is left out of the model space, then \(D=0\). With \(R=0\) and a \(V\) that couples the two states, the left-hand side for \(n=0\) vanishes but \((1-P)VP\) does not.

For \(n=0,1,2,\dots\) these are the first and all higher orders of \((E_0-H_0)U=VU-UVU\). The order-zero part is \(DP=0\), meaning that all model states have energy \(E_0\). If it holds and the series converges, \(U\) solves the full equation, so \((H_0+V)U=U(E_0+VU)\) and \(H_0+V\) maps the range of \(U\) into itself.

## RD = 1 − P, RP = 0 and the normalisation fix the solution

Now \(R\) is a left inverse of \(D\) outside the model space and annihilates model states. Let \(X_n\) solve the same equations, with \(X_0=P\) and \(PX_n=0\) for \(n\ge1\). Then
\[
X_{n+1}=RDX_{n+1}=RVX_n-RPVX_n-\sum_{j=1}^{n}RX_jVX_{n-j}.
\]
The second term vanishes because \(RP=0\). What remains is the recursion for \(U_n\), so \(X_n=U_n\) by strong induction.

```lean
/-- Uniqueness: let `R P = 0` and `R D = 1 - P`. A sequence with `X₀ = P` and `P X_n = 0` for
`n ≥ 1` that solves the Bloch equation order by order is the Bloch expansion. -/
theorem bloch_equation_unique (P R V D : A) (hRP : R * P = 0) (hRD : R * D = 1 - P)
    (X : ℕ → A) (hX0 : X 0 = P) (hPX : ∀ n, P * X (n + 1) = 0)
    (hX : ∀ n, D * X (n + 1) = V * X n - ∑ j ∈ range (n + 1), X j * V * X (n - j)) (n : ℕ) :
    X n = waveOperator P R V n := by
  induction n using Nat.strong_induction_on with
  | _ n ih =>
    cases n with
    | zero => rw [hX0, waveOperator_zero]
    | succ n =>
      -- the reduced resolvent inverts `D` outside the model space
      have hinv : X (n + 1) = R * (D * X (n + 1)) := by
        rw [← mul_assoc, hRD, sub_mul, one_mul, hPX, sub_zero]
      have hs : ∑ j ∈ Ico 1 (n + 1), R * (X j * V * X (n - j)) = ∑ j ∈ Ico 1 (n + 1),
          R * waveOperator P R V j * V * waveOperator P R V (n - j) := by
        refine sum_congr rfl fun j hj => ?_
        have hj' := mem_Ico.1 hj
        rw [ih j (by omega), ih (n - j) (by omega)]
        simp only [mul_assoc]
      have h0 : R * (P * V * X n) = 0 := by
        rw [← mul_assoc, ← mul_assoc, hRP, zero_mul, zero_mul]
      rw [hinv, hX, range_eq_Ico, sum_eq_sum_Ico_succ_bot (Nat.succ_pos n), hX0,
        Nat.sub_zero, zero_add, mul_sub, mul_add, h0, zero_add, mul_sum, hs,
        waveOperator_succ, ih n (by omega), ← mul_assoc R V]
```

The steps `hinv`, `h0` and `hs` use \(RD=1-P\), \(RP=0\) and the induction hypothesis, in that order. Each assumption excludes a rival solution:

- Without \(RP=0\), the matrix example has the solution \(P,0,0,\dots\), although \(U_1=P\).
- Without \(RD=1-P\), take the omitted degenerate state again, with \(D=R=V=0\). Any \(X_1\) with \(PX_1=0\) is allowed, followed by zeros.
- Without \(PX_n=0\), take \(P\) and \(D\) from the matrix example, \(R=\mathrm{diag}(0,-\tfrac12)\) and \(V=0\). Then \(X_1=P\), followed by zeros, is allowed, although \(U_1=0\).
- Without \(X_0=P\), the zero sequence solves everything.

## A doubly degenerate level meets all four relations

Two states at \(E_0\) and one at \(E_0+2\) give \(D=\mathrm{diag}(0,0,-2)\) and \(R=\mathrm{diag}(0,0,-\tfrac12)\). The relations are checked entry by entry.

```lean
/-- Three states, two of them forming a degenerate model space, with a gap of `2` to the third: the
matrices satisfy `P R = 0`, `R P = 0`, `D R = 1 - P` and `R D = 1 - P`. -/
theorem reducedResolvent_witness :
    let P : Matrix (Fin 3) (Fin 3) ℚ := !![1, 0, 0; 0, 1, 0; 0, 0, 0]
    let R : Matrix (Fin 3) (Fin 3) ℚ := !![0, 0, 0; 0, 0, 0; 0, 0, -1/2]
    let D : Matrix (Fin 3) (Fin 3) ℚ := !![0, 0, 0; 0, 0, 0; 0, 0, -2]
    P * R = 0 ∧ R * P = 0 ∧ D * R = 1 - P ∧ R * D = 1 - P := by
  refine ⟨?_, ?_, ?_, ?_⟩ <;> ext i j <;> fin_cases i <;> fin_cases j <;>
    norm_num [Matrix.mul_apply, Fin.sum_univ_succ, Matrix.one_apply]

end BlochExpansion
```

```lean
#print axioms BlochExpansion.bloch_equation
#print axioms BlochExpansion.bloch_equation_unique
```

```
'BlochExpansion.bloch_equation' depends on axioms: [propext, Classical.choice, Quot.sound]
'BlochExpansion.bloch_equation_unique' depends on axioms: [propext, Classical.choice, Quot.sound]
```
